# The least mean number of doubly occupied sites at given occupations n_i is ∑_i max(0, n_i − 1) for N electrons on a finite lattice with one orbital per site

Let N electrons occupy a finite lattice with one orbital per site, so that each site holds at most two electrons. Prescribe the mean occupations n_i, where 0 ≤ n_i ≤ 2 and ∑_i n_i = N. Over all probability distributions on N-electron configurations with these means, the smallest expected number of doubly occupied sites is

∑_i max(0, n_i − 1),

and some distribution attains it.

## Strong repulsion at fixed density

In the Hubbard model two electrons on the same site cost an energy U ≥ 0. Lattice density functional theory fixes the n_i and minimises hopping plus repulsion. As U grows at fixed hopping strength, this minimum divided by U tends to the least mean number of doubly occupied sites. The result gives this number for a purely on-site repulsion on a finite lattice, with the hopping left out.

The number of doubly occupied sites is diagonal in the occupation basis, so a quantum state enters only through its probabilities P(k) for the configurations k. Conversely, amplitudes √P(k), with any allowed choice of spins for each k, give a state with those probabilities. This passage between quantum states and distributions is the step that links the theorem to the Hubbard model, and it is argued here in words only.

## Empty and doubly occupied sites

Write k_i ∈ {0, 1, 2} for the occupation of site i, and p_i(s) for the probability that k_i = s. Counting site by site, the mean number of doubly occupied sites is

⟨d⟩ = ∑_i p_i(2).

Normalisation and the prescribed mean give

p_i(0) + p_i(1) + p_i(2) = 1,
p_i(1) + 2 p_i(2) = n_i.

Subtracting the first from the second,

p_i(2) − p_i(0) = n_i − 1.

Since p_i(0) ≥ 0 and p_i(2) ≥ 0, it follows that p_i(2) ≥ max(0, n_i − 1). Summing over i gives the lower bound. The excess on site i is

p_i(2) − max(0, p_i(2) − p_i(0)) = min(p_i(0), p_i(2)).

The bound is therefore attained exactly when no site is sometimes empty and sometimes doubly occupied.

## A distribution that attains the bound

Put b_i = 1 if n_i ≥ 1 and b_i = 0 otherwise. Fix b_i electrons on site i. The remainders x_i = n_i − b_i lie in [0, 1] and add up to the integer M = N − ∑_i b_i. It remains to place M electrons on distinct sites so that site i receives one with probability x_i.

Let L be the number of sites. Then M ≤ L, so we can choose a set A of M sites. Define a matrix by

D_ij = x_i / M for j ∈ A,
D_ij = (1 − x_i) / (L − M) for j ∉ A.

If M = 0 or M = L, only one of the two kinds of column occurs. The entries are nonnegative. Row i adds up to x_i + (1 − x_i) = 1. A column in A adds up to (∑_i x_i)/M = 1, and any other column to (L − ∑_i x_i)/(L − M) = 1.

By Birkhoff's theorem there are weights w(σ) ≥ 0 on the permutations σ of the sites, with total 1, such that D_ij is the probability that σ(i) = j. Draw σ with these weights and add an electron to site i whenever σ(i) ∈ A. This happens with probability

∑_{j∈A} D_ij = M · x_i / M = x_i

(for M = 0 both sides vanish). Because σ is a bijection, exactly M sites receive an electron. The total is N and the means are b_i + x_i = n_i. Sites with n_i ≥ 1 hold one or two electrons and the others hold none or one, so the bound is attained.

## The statement in Lean

The type `ι` is the set of sites, without geometry. A configuration is a map `k : ι → Fin 3`, which records the occupation summed over spin. `IsEnsemble N n P` says that `P` is nonnegative and normalised, gives weight only to configurations with exactly `N` electrons, and has site means `n`. "Ensemble" thus means a classical distribution here, not a density matrix.

`siteProb P i s` is p_i(s), and `meanDoublons P` is ⟨d⟩. In `min_meanDoublons`, the hypotheses `h0` and `h2` keep each mean occupation between zero and two, as the Pauli principle requires for one orbital per site. `hN` ties the density to a sharp particle number. `IsLeast` says that the sum belongs to the set of achievable values and lies below all of them. `optimal_iff` characterises the minimising ensembles.

```lean
import Mathlib

open Finset

namespace HubbardStrictlyCorrelated

noncomputable section

variable {ι : Type*} [Fintype ι] [DecidableEq ι]

/-- The number of doubly occupied sites in a configuration with 0, 1 or 2 electrons per site. -/
def doublons (k : ι → Fin 3) : ℕ := (univ.filter fun i => k i = 2).card

/-- `P` is a probability distribution on configurations of exactly `N` electrons
whose mean site occupations are `n`. -/
structure IsEnsemble (N : ℕ) (n : ι → ℝ) (P : (ι → Fin 3) → ℝ) : Prop where
  nonneg : ∀ k, 0 ≤ P k
  norm : ∑ k, P k = 1
  number : ∀ k, P k ≠ 0 → ∑ i, (k i : ℕ) = N
  density : ∀ i, ∑ k, P k * ((k i : ℕ) : ℝ) = n i

/-- The expected number of doubly occupied sites. -/
def meanDoublons (P : (ι → Fin 3) → ℝ) : ℝ := ∑ k, P k * (doublons k : ℝ)

/-- The total weight of the configurations with `s` electrons on site `i`. -/
def siteProb (P : (ι → Fin 3) → ℝ) (i : ι) (s : Fin 3) : ℝ :=
  ∑ k, P k * (if k i = s then 1 else 0)

variable {N : ℕ} {n : ι → ℝ} {P : (ι → Fin 3) → ℝ}

/-- The expected number of doubly occupied sites is the sum over sites of the
weight of double occupation. -/
theorem meanDoublons_eq (P : (ι → Fin 3) → ℝ) :
    meanDoublons P = ∑ i, siteProb P i 2 := by
  unfold meanDoublons siteProb
  rw [sum_comm]
  refine sum_congr rfl fun k _ => ?_
  rw [← mul_sum]
  congr 1
  simp [doublons]

/-- In an ensemble with density `n`, the probability that a site is doubly occupied
minus the probability that it is empty equals `n i - 1`. -/
theorem double_sub_empty (h : IsEnsemble N n P) (i : ι) :
    siteProb P i 2 - siteProb P i 0 = n i - 1 := by
  have key : ∀ s : Fin 3, (if s = 2 then (1 : ℝ) else 0) - (if s = 0 then 1 else 0)
      = ((s : ℕ) : ℝ) - 1 := by
    intro s
    fin_cases s <;> simp
    norm_num
  unfold siteProb
  calc _ = ∑ k, (P k * ((k i : ℕ) : ℝ) - P k) := by
        rw [← sum_sub_distrib]
        exact sum_congr rfl fun k _ => by linear_combination P k * key (k i)
    _ = n i - 1 := by rw [sum_sub_distrib, h.density, h.norm]

/-- In an ensemble the probability of each site occupation is nonnegative. -/
theorem siteProb_nonneg (h : IsEnsemble N n P) (i : ι) (s : Fin 3) : 0 ≤ siteProb P i s :=
  sum_nonneg fun k _ => mul_nonneg (h.nonneg k) (by split_ifs <;> norm_num)

/-- In an ensemble with density `n`, the probability that site `i` is doubly occupied is at least
`max 0 (n i - 1)`. -/
theorem site_lower_bound (h : IsEnsemble N n P) (i : ι) : max 0 (n i - 1) ≤ siteProb P i 2 :=
  max_le (siteProb_nonneg h i 2) (by linarith [double_sub_empty h i, siteProb_nonneg h i 0])

/-- An ensemble with density `n` has `∑ i, max 0 (n i - 1)` expected doubly occupied sites
exactly when each site has zero probability of being empty or zero probability of being
doubly occupied. -/
theorem optimal_iff (h : IsEnsemble N n P) :
    meanDoublons P = ∑ i, max 0 (n i - 1) ↔
      ∀ i, siteProb P i 0 = 0 ∨ siteProb P i 2 = 0 := by
  rw [meanDoublons_eq, eq_comm, Finset.sum_eq_sum_iff_of_le fun i _ => site_lower_bound h i]
  constructor
  · intro H i
    have e := H i (mem_univ i)
    rcases le_total (n i - 1) 0 with g | g
    · rw [max_eq_left g] at e
      exact .inr e.symm
    · rw [max_eq_right g] at e
      exact .inl (by linarith [double_sub_empty h i])
  · intro H i _
    have d := double_sub_empty h i
    rcases H i with g | g
    · rw [max_eq_right (by linarith [siteProb_nonneg h i 2])]
      linarith
    · rw [max_eq_left (by linarith [siteProb_nonneg h i 0])]
      exact g.symm

/-- If `0 ≤ x i ≤ 1` and the `x i` add up to the integer `M`, then there are a set `A` of `M`
sites and a random permutation that sends each site `i` into `A` with probability `x i`. -/
theorem exists_random_placement (x : ι → ℝ) (h0 : ∀ i, 0 ≤ x i) (h1 : ∀ i, x i ≤ 1)
    (M : ℕ) (hs : ∑ i, x i = M) :
    ∃ (A : Finset ι) (w : Equiv.Perm ι → ℝ), A.card = M ∧ (∀ σ, 0 ≤ w σ) ∧
      ∑ σ, w σ = 1 ∧ ∀ i, ∑ σ, w σ * (if σ i ∈ A then 1 else 0) = x i := by
  obtain ⟨L, hL⟩ : ∃ L : ℝ, L = Fintype.card ι := ⟨_, rfl⟩
  have h1' : ∀ i, 0 ≤ 1 - x i := fun i => sub_nonneg.2 (h1 i)
  have hc : ∑ i, (1 - x i) = L - M := by
    rw [sum_sub_distrib, hs, hL]
    simp
  have hML : 0 ≤ L - M := hc ▸ sum_nonneg fun i _ => h1' i
  obtain ⟨A, -, hA⟩ := Finset.exists_subset_card_eq (s := (univ : Finset ι)) (n := M) (by
    rw [hL, sub_nonneg] at hML
    rw [Finset.card_univ]
    exact_mod_cast hML)
  have hx : ∀ i, (M : ℝ) * (x i / M) = x i := fun i => mul_div_cancel_of_imp' fun h =>
    (Finset.sum_eq_zero_iff_of_nonneg fun i _ => h0 i).1 (hs.trans h) i (mem_univ i)
  have hy : ∀ i, (L - M) * ((1 - x i) / (L - M)) = 1 - x i := fun i =>
    mul_div_cancel_of_imp' fun h =>
      (Finset.sum_eq_zero_iff_of_nonneg fun i _ => h1' i).1 (hc.trans h) i (mem_univ i)
  -- the doubly stochastic matrix with row weight `x i` on the columns in `A`
  obtain ⟨D, hD⟩ : ∃ D : Matrix ι ι ℝ, ∀ i j, D i j =
      if j ∈ A then x i / M else (1 - x i) / (L - M) := ⟨fun i j => _, fun _ _ => rfl⟩
  have hDS : D ∈ doublyStochastic ℝ ι := by
    rw [mem_doublyStochastic_iff_sum]
    refine ⟨fun i j => ?_, fun i => ?_, fun j => ?_⟩
    · rw [hD]
      split_ifs
      · exact div_nonneg (h0 i) (Nat.cast_nonneg M)
      · exact div_nonneg (h1' i) hML
    · have e : ∀ j, D i j = (1 - x i) / (L - M) +
          (if j ∈ A then x i / M - (1 - x i) / (L - M) else 0) := by
        intro j
        rw [hD]
        split_ifs <;> ring
      rw [sum_congr rfl fun j _ => e j, sum_add_distrib, Finset.sum_ite_mem,
        Finset.univ_inter, sum_const, sum_const, hA, Finset.card_univ, nsmul_eq_mul,
        nsmul_eq_mul, ← hL]
      linear_combination hx i + hy i
    · by_cases hj : j ∈ A
      · have hM : (M : ℝ) ≠ 0 := by
          rw [← hA]
          exact_mod_cast (Finset.card_pos.2 ⟨j, hj⟩).ne'
        simp only [hD, if_pos hj]
        rw [← Finset.sum_div, hs, div_self hM]
      · have hlt : (M : ℝ) < L := by
          rw [← hA, hL]
          exact_mod_cast Finset.card_lt_univ_of_notMem hj
        simp only [hD, if_neg hj]
        rw [← Finset.sum_div, hc, div_self (sub_pos.2 hlt).ne']
  -- Birkhoff's theorem turns the matrix into a random permutation
  obtain ⟨w, hw0, hw1, hwD⟩ := exists_eq_sum_perm_of_mem_doublyStochastic hDS
  have hent : ∀ i j, ∑ σ, w σ * (if σ i = j then 1 else 0) = D i j := by
    intro i j
    rw [← hwD]
    simp [Matrix.sum_apply, Equiv.Perm.permMatrix, PEquiv.toMatrix_apply, Equiv.toPEquiv_apply]
  refine ⟨A, w, hA, hw0, hw1, fun i => ?_⟩
  calc _ = ∑ σ, ∑ j ∈ A, w σ * (if σ i = j then 1 else 0) :=
        sum_congr rfl fun σ _ => by rw [← mul_sum, Finset.sum_ite_eq]
    _ = ∑ j ∈ A, x i / M := by
        rw [sum_comm]
        exact sum_congr rfl fun j hj => by rw [hent, hD, if_pos hj]
    _ = x i := by rw [sum_const, hA, nsmul_eq_mul, hx]

/-- Every density with `0 ≤ n i ≤ 2` and integer total `N` comes from an `N`-electron ensemble
in which each site is never empty or never doubly occupied. -/
theorem exists_optimal (h0 : ∀ i, 0 ≤ n i) (h2 : ∀ i, n i ≤ 2) (hN : ∑ i, n i = N) :
    ∃ P, IsEnsemble N n P ∧ ∀ i, siteProb P i 0 = 0 ∨ siteProb P i 2 = 0 := by
  -- one electron is fixed on each site with `n i ≥ 1`, the others are placed at random
  obtain ⟨b, hb⟩ : ∃ b : ι → ℕ, ∀ i, b i = if 1 ≤ n i then 1 else 0 :=
    ⟨fun i => _, fun _ => rfl⟩
  have hb01 : ∀ i, 0 ≤ n i - b i ∧ n i - b i ≤ 1 := by
    intro i
    rw [hb]
    split_ifs <;> constructor <;> push_cast <;> linarith [h0 i, h2 i]
  have hbN : ∑ i, b i ≤ N := by
    have := sum_nonneg fun i (_ : i ∈ univ) => (hb01 i).1
    rw [sum_sub_distrib, hN, sub_nonneg] at this
    exact_mod_cast this
  obtain ⟨A, w, hA, hw0, hw1, hwx⟩ := exists_random_placement (fun i => n i - b i)
    (fun i => (hb01 i).1) (fun i => (hb01 i).2) (N - ∑ i, b i)
    (by rw [sum_sub_distrib, hN, Nat.cast_sub hbN, Nat.cast_sum])
  obtain ⟨c, hc⟩ : ∃ c : Equiv.Perm ι → ι → Fin 3, ∀ σ i, c σ i =
      if 1 ≤ n i then (if σ i ∈ A then 2 else 1) else (if σ i ∈ A then 1 else 0) :=
    ⟨fun σ i => _, fun _ _ => rfl⟩
  have hcv : ∀ σ i, (c σ i : ℕ) = b i + if σ i ∈ A then 1 else 0 := by
    intro σ i
    rw [hc, hb]
    split_ifs <;> rfl
  obtain ⟨P, hP⟩ : ∃ P : (ι → Fin 3) → ℝ, ∀ k, P k = ∑ σ, if c σ = k then w σ else 0 :=
    ⟨fun k => _, fun _ => rfl⟩
  have hE : ∀ f : (ι → Fin 3) → ℝ, ∑ k, P k * f k = ∑ σ, w σ * f (c σ) := by
    intro f
    simp only [hP, sum_mul, ite_mul, zero_mul]
    rw [sum_comm]
    simp
  have hz : ∀ s i, (∀ σ, c σ i ≠ s) → siteProb P i s = 0 := fun s i h =>
    (hE fun k => if k i = s then 1 else 0).trans (by simp [h])
  refine ⟨P, ⟨fun k => ?_, ?_, fun k hk => ?_, fun i => ?_⟩, fun i => ?_⟩
  · rw [hP]
    exact sum_nonneg fun σ _ => by split_ifs <;> simp [hw0]
  · simpa [hw1] using hE fun _ => 1
  · rw [hP] at hk
    obtain ⟨σ, -, hσ⟩ := Finset.exists_ne_zero_of_sum_ne_zero hk
    have e : c σ = k := by
      by_contra g
      exact hσ (if_neg g)
    have hcard : ∑ i, (if σ i ∈ A then 1 else 0) = A.card := by
      rw [Equiv.sum_comp σ fun j => if j ∈ A then 1 else 0]
      simp
    rw [← e, sum_congr rfl fun i _ => hcv σ i, sum_add_distrib, hcard, hA]
    omega
  · refine (hE fun k => ((k i : ℕ) : ℝ)).trans ?_
    calc _ = ∑ σ, (w σ * b i + w σ * (if σ i ∈ A then 1 else 0)) := by
          refine sum_congr rfl fun σ _ => ?_
          rw [hcv]
          push_cast
          ring
      _ = n i := by
          rw [sum_add_distrib, ← sum_mul, hw1, hwx]
          ring
  · by_cases h : 1 ≤ n i
    · exact .inl (hz 0 i fun σ => by rw [hc, if_pos h]; split_ifs <;> decide)
    · exact .inr (hz 2 i fun σ => by rw [hc, if_neg h]; split_ifs <;> decide)

/-- For a density with `0 ≤ n i ≤ 2` and integer total `N`, the least expected number of doubly
occupied sites over all `N`-electron ensembles with that density is `∑ i, max 0 (n i - 1)`. -/
theorem min_meanDoublons (h0 : ∀ i, 0 ≤ n i) (h2 : ∀ i, n i ≤ 2) (hN : ∑ i, n i = N) :
    IsLeast {d | ∃ P, IsEnsemble N n P ∧ meanDoublons P = d} (∑ i, max 0 (n i - 1)) := by
  constructor
  · obtain ⟨P, hP, h⟩ := exists_optimal h0 h2 hN
    exact ⟨P, hP, (optimal_iff hP).2 h⟩
  · rintro d ⟨P, hP, rfl⟩
    rw [meanDoublons_eq]
    exact Finset.sum_le_sum fun i _ => site_lower_bound hP i

end

end HubbardStrictlyCorrelated
```

```lean
#print axioms HubbardStrictlyCorrelated.min_meanDoublons
-- 'HubbardStrictlyCorrelated.min_meanDoublons' depends on axioms: [propext, Classical.choice, Quot.sound]
```

## From the site bound to the minimum

`meanDoublons_eq` exchanges the sums over configurations and sites. In `double_sub_empty`, the auxiliary `key` checks the three occupations; weighting it with `P k` and summing gives n_i − 1 by `density` and `norm`. `site_lower_bound` combines this with nonnegativity. `optimal_iff` uses the fact that two sums with termwise ordered summands agree exactly when all the summands agree. It then separates n_i ≤ 1 from n_i ≥ 1 in the forward direction, and p_i(0) = 0 from p_i(2) = 0 in the converse.

`exists_random_placement` builds the matrix and the random permutation. `exists_optimal` turns each permutation into a configuration `c σ`. Several permutations may give the same configuration, so `P k` collects their weights, and `hE` converts averages over `P` into averages over `w`. The remaining goals are the four fields of `IsEnsemble` and the equality condition. `min_meanDoublons` joins this ensemble to the lower bound.

## Birkhoff's theorem in Mathlib

Independent draws with probabilities x_i would give the right means, but the electron number would fluctuate whenever some x_i lies strictly between 0 and 1. Permutations keep it sharp.

Mathlib supplies them through `exists_eq_sum_perm_of_mem_doublyStochastic`. Its input is `hDS`, the membership of `D` in `doublyStochastic ℝ ι`, which `mem_doublyStochastic_iff_sum` splits into nonnegative entries, row sums and column sums. Its output is the weight function `w`, its nonnegativity and normalisation, and an equation that writes `D` as the weighted sum of permutation matrices. `hent` reads that equation entry by entry: the weights of all σ with `σ i = j` add up to `D i j`. Summing over `j ∈ A` then gives the required probability x_i.
